# For non-interacting electrons at fixed number, promoting charge across a gap costs at least the gap times the charge promoted

Non-interacting electrons occupy finitely many orthonormal levels, the columns of a unitary matrix `U`, with energies `ε i`; each level in a set `S` of size N lies at least `g` below each level outside it. Let H be the Hamiltonian with these levels and energies, and P the projector onto the levels in `S`. For every density matrix Q with 0 ≤ Q ≤ 1 and tr Q = N, the theorem states that g(N − tr(PQ)) ≤ tr(H(Q − P)): the band-energy excess over P is at least `g` times the charge promoted out of `S`. The attempt writes both sides as sums over levels and compares them term by term, using a reference energy `μ`, occupations between 0 and 1, and their sum N.

Lean 4 with Mathlib refuses this proof:

```lean
import Mathlib

open Matrix
open scoped ComplexOrder

namespace GapMulPromotedLe

noncomputable section

variable {n : Type*} [Fintype n] [DecidableEq n]

/-- The operator with eigenvalues `f i` on the columns of the unitary matrix `U`. -/
def levelOperator (U : Matrix n n ℂ) (f : n → ℝ) : Matrix n n ℂ :=
  U * diagonal (fun i => (f i : ℂ)) * Uᴴ

/-- Filling numbers: one for the levels in `S`, zero for the others. -/
def filling (S : Finset n) (i : n) : ℝ := if i ∈ S then 1 else 0

/-- The occupation of the `i`-th column of `U` in the density matrix `Q`. -/
def occupation (U Q : Matrix n n ℂ) (i : n) : ℝ := ((Uᴴ * Q * U) i i).re

/-- Every level in `S` lies at least `g` below every level outside `S`. -/
def Gapped {m : Type*} (ε : m → ℝ) (S : Finset m) (g : ℝ) : Prop :=
  ∀ i ∈ S, ∀ j, j ∉ S → ε i + g ≤ ε j

/-- The expectation value of a level operator is the sum of its eigenvalues weighted with the
occupations. -/
theorem trace_levelOperator_mul (U Q : Matrix n n ℂ) (f : n → ℝ) :
    (levelOperator U f * Q).trace.re = ∑ i, f i * occupation U Q i := by
  have h : (levelOperator U f * Q).trace
      = (diagonal (fun i => (f i : ℂ)) * (Uᴴ * Q * U)).trace := by
    unfold levelOperator
    rw [Matrix.mul_assoc, Matrix.mul_assoc, Matrix.trace_mul_comm]
    simp only [Matrix.mul_assoc]
  rw [h]
  simp only [Matrix.trace, Matrix.diag_apply, Matrix.diagonal_mul, Complex.re_sum,
    Complex.re_ofReal_mul, occupation]

/-- In a level operator built on the unitary `U`, the occupations are its eigenvalues. -/
theorem occupation_levelOperator {U : Matrix n n ℂ} (hU : Uᴴ * U = 1) (f : n → ℝ) (i : n) :
    occupation U (levelOperator U f) i = f i := by
  have h : Uᴴ * levelOperator U f * U = diagonal (fun i => (f i : ℂ)) := by
    calc Uᴴ * levelOperator U f * U
        = (Uᴴ * U) * diagonal (fun i => (f i : ℂ)) * (Uᴴ * U) := by
          simp only [levelOperator, Matrix.mul_assoc]
      _ = _ := by rw [hU, Matrix.one_mul, Matrix.mul_one]
  rw [occupation, h, Matrix.diagonal_apply_eq, Complex.ofReal_re]

/-- Let every level in `S` lie at least `g` below every other level. For `0 ≤ Q ≤ 1` with as many
electrons as there are levels in `S`, the band-energy excess over the state `P` filling `S` is at
least `g` times the promoted charge `N - tr(PQ)`, where `N` is the size of `S`. -/
theorem gap_mul_promoted_le {U Q : Matrix n n ℂ} {ε : n → ℝ} {S : Finset n} {g : ℝ}
    (hU : Uᴴ * U = 1) (hgap : Gapped ε S g) (h0 : Q.PosSemidef) (h1 : (1 - Q).PosSemidef)
    (hN : Q.trace = (S.card : ℂ)) :
    g * (S.card - (levelOperator U (filling S) * Q).trace.re)
      ≤ (levelOperator U ε * (Q - levelOperator U (filling S))).trace.re := by
  have hd0 : ∀ i, 0 ≤ occupation U Q i := fun i =>
    (Complex.nonneg_iff.1 (h0.conjTranspose_mul_mul_same U).diag_nonneg).1
  have hd1 : ∀ i, occupation U Q i ≤ 1 := by
    intro i
    have h : 0 ≤ (Uᴴ * (1 - Q) * U) i i := (h1.conjTranspose_mul_mul_same U).diag_nonneg
    rw [Matrix.mul_sub, Matrix.sub_mul, Matrix.mul_one, hU, Matrix.sub_apply,
      Matrix.one_apply_eq] at h
    have h' := (Complex.nonneg_iff.1 h).1
    rw [Complex.sub_re, Complex.one_re] at h'
    exact sub_nonneg.1 h'
  have hsum : ∑ i, occupation U Q i = S.card := by
    have h : (Uᴴ * Q * U).trace = (S.card : ℂ) := by
      rw [Matrix.trace_mul_comm, ← Matrix.mul_assoc, mul_eq_one_comm.1 hU, Matrix.one_mul, hN]
    have h' := congrArg Complex.re h
    simpa only [Matrix.trace, Matrix.diag_apply, Complex.re_sum, Complex.natCast_re] using h'
  have hfill : ∑ i, filling S i = S.card := by simp [filling]
  -- a reference energy at the top of the filled levels
  obtain ⟨μ, hμ, hμ'⟩ : ∃ μ, (∀ i ∈ S, ε i ≤ μ) ∧ ∀ j, j ∉ S → μ + g ≤ ε j := by
    rcases S.eq_empty_or_nonempty with rfl | hS
    · refine ⟨-(∑ i, |ε i|) - g, by simp, fun j _ => ?_⟩
      have h := Finset.single_le_sum (f := fun i => |ε i|) (fun i _ => abs_nonneg (ε i))
        (Finset.mem_univ j)
      have h' := neg_abs_le (ε j)
      simp only at h
      linarith
    · obtain ⟨a, ha, hmax⟩ := S.exists_max_image ε hS
      exact ⟨ε a, hmax, hgap a ha⟩
  rw [Matrix.mul_sub, Matrix.trace_sub, Complex.sub_re]
  simp only [trace_levelOperator_mul, occupation_levelOperator hU]
  rw [← Finset.sum_sub_distrib]
  calc g * (S.card - ∑ i, filling S i * occupation U Q i)
      = ∑ i, (μ * (occupation U Q i - filling S i)
          + g * (occupation U Q i - filling S i * occupation U Q i)) := by
        simp only [Finset.sum_add_distrib, ← Finset.mul_sum, Finset.sum_sub_distrib, hsum, hfill]
        ring
    _ ≤ _ := by
        refine Finset.sum_le_sum fun i _ => ?_
        by_cases hi : i ∈ S
        · simp only [filling, if_pos hi]
          nlinarith [mul_nonneg (sub_nonneg.2 (hμ i hi)) (sub_nonneg.2 (hd1 i))]
        · simp only [filling, if_neg hi]
          nlinarith [mul_nonneg (sub_nonneg.2 (hμ' i hi)) (hd0 i)]

end

end GapMulPromotedLe
```

Lean reports:

```
Main.lean:71:4: error: Type mismatch: After simplification, term
  h'
 has type
  @Eq ℝ (∑ i, ((Uᴴ * Q * U) i i).re) ↑S.card
but is expected to have type
  @Eq ℝ (∑ i, occupation U Q i) ↑S.card
Main.lean:80:6: error: `simp` made no progress
```

As a diff, the version that Lean accepts:

```diff
@@ -69,14 +69,14 @@
       rw [Matrix.trace_mul_comm, ← Matrix.mul_assoc, mul_eq_one_comm.1 hU, Matrix.one_mul, hN]
     have h' := congrArg Complex.re h
-    simpa only [Matrix.trace, Matrix.diag_apply, Complex.re_sum, Complex.natCast_re] using h'
+    simpa only [occupation, Matrix.trace, Matrix.diag_apply, Complex.re_sum,
+      Complex.natCast_re] using h'
   have hfill : ∑ i, filling S i = S.card := by simp [filling]
-  -- a reference energy at the top of the filled levels
+  -- a reference energy not below any filled level and at least `g` below every empty one
   obtain ⟨μ, hμ, hμ'⟩ : ∃ μ, (∀ i ∈ S, ε i ≤ μ) ∧ ∀ j, j ∉ S → μ + g ≤ ε j := by
     rcases S.eq_empty_or_nonempty with rfl | hS
     · refine ⟨-(∑ i, |ε i|) - g, by simp, fun j _ => ?_⟩
-      have h := Finset.single_le_sum (f := fun i => |ε i|) (fun i _ => abs_nonneg (ε i))
-        (Finset.mem_univ j)
+      have h : |ε j| ≤ ∑ i, |ε i| := Finset.single_le_sum (f := fun i => |ε i|)
+        (fun i _ => abs_nonneg (ε i)) (Finset.mem_univ j)
       have h' := neg_abs_le (ε j)
-      simp only at h
       linarith
     · obtain ⟨a, ha, hmax⟩ := S.exists_max_image ε hS
```

Cause. The first message shows two forms of the same sum. `simpa only` had turned the trace in `h'` into a sum of real parts of diagonal entries, but the goal still spoke of `occupation U Q i`. That is a definition, which `simpa only` does not unfold unless told to, and its final comparison did not see through it either. With `occupation` added to the list, the goal is unfolded to the same sum.

The second message concerns `simp only at h`, meant to tidy the inequality obtained from `Finset.single_le_sum` with an explicit function `f`. There was nothing left for it to simplify, and `simp` fails when it changes nothing. Deleting the line removes the error. The type now written out for `h` merely makes the inequality visible, and the reworded comment is tidying too.
